# For a charged ion, the nonlocal Born solvation energy with a single correlation length lies above the local one by less than Cq²L/(4a²)

The local Born model gives an ion of charge q and radius a the solvation energy −Cq²/(2a), where C is a dielectric prefactor. The nonlocal formula used here multiplies this by 1 − (L/(2a))(1 − e^(−2a/L)), where L is the solvent's correlation length. For C, L and a positive and q nonzero, the declaration states that the nonlocal energy minus the local one is strictly positive and strictly less than Cq²L/(4a²). The attempt writes the difference as this bound times 1 − e^(−2a/L), and then uses the fact that the exponential lies strictly between 0 and 1.

As first written in Lean, the proof fails:

```lean
import Mathlib

open Filter Topology Set

namespace NonlocalBorn

noncomputable section

/-- The local Born solvation energy of an ion of charge `q` and radius `a`,
with dielectric prefactor `C`. -/
def bornEnergy (C q a : ℝ) : ℝ := -(C * q ^ 2 / (2 * a))

/-- The nonlocal Born solvation energy in a solvent with correlation length `L`. -/
def nonlocalBornEnergy (C q L a : ℝ) : ℝ :=
  -(C * q ^ 2 / (2 * a)) * (1 - L / (2 * a) * (1 - Real.exp (-(2 * a / L))))

/-- The nonlocal energy lies above the local Born energy, by less than
`C q² L / (4 a²)`. -/
theorem energy_sub_born {C q L a : ℝ} (hC : 0 < C) (hq : q ≠ 0) (hL : 0 < L) (ha : 0 < a) :
    0 < nonlocalBornEnergy C q L a - bornEnergy C q a ∧
      nonlocalBornEnergy C q L a - bornEnergy C q a < C * q ^ 2 * L / (4 * a ^ 2) := by
  have hK : 0 < C * q ^ 2 * L / (4 * a ^ 2) := by positivity
  have he : Real.exp (-(2 * a / L)) < 1 :=
    Real.exp_lt_one (neg_neg_of_pos (by positivity))
  have he0 := Real.exp_pos (-(2 * a / L))
  have heq : nonlocalBornEnergy C q L a - bornEnergy C q a =
      C * q ^ 2 * L / (4 * a ^ 2) * (1 - Real.exp (-(2 * a / L))) := by
    unfold nonlocalBornEnergy bornEnergy
    ring
  rw [heq]
  exact ⟨mul_pos hK (by linarith), by nlinarith [mul_pos hK he0]⟩

end

end NonlocalBorn
```

Lean reports:

```
Main.lean:24:4: error(lean.unknownIdentifier): Unknown constant `Real.exp_lt_one`
```

Fix (accepted with no message):

```diff
@@ -22,5 +22,5 @@
   have hK : 0 < C * q ^ 2 * L / (4 * a ^ 2) := by positivity
   have he : Real.exp (-(2 * a / L)) < 1 :=
-    Real.exp_lt_one (neg_neg_of_pos (by positivity))
+    Real.exp_lt_one_iff.mpr (neg_neg_of_pos (by positivity))
   have he0 := Real.exp_pos (-(2 * a / L))
   have heq : nonlocalBornEnergy C q L a - bornEnergy C q a =
```

The message says that Lean knows no constant called `Real.exp_lt_one`. The proof calls on that name in `he`, to show that the exponential of −(2a/L) is less than 1. The mathematics of the step is sound, since the exponent is negative, but the name refers to nothing in the environment, so the term cannot be elaborated.

The repair uses `Real.exp_lt_one_iff`, which says that the exponential of a real number is less than 1 exactly when that number is negative. As this is an equivalence and not a function from one inequality to the other, `.mpr` is needed to pick out the direction from a negative exponent to an exponential below 1. The argument `neg_neg_of_pos (by positivity)` stays as it was: `positivity` shows that 2a/L is positive, and `neg_neg_of_pos` turns this into the negativity of −(2a/L). Nothing else in the proof changes.
